# With zero site energies, an open slab with its weaker hopping at both ends has a level pair exponentially close to zero

The model slab is a stack of two-layer cells with one orbital per layer, zero site energies and hopping between neighbouring layers only. It is cut between cells, so each end layer is attached only by the intra-cell hopping $a$, which is weaker than the inter-cell hopping $b$. In a thick slab, this choice of termination puts a nearly zero-energy wave at each surface.

## The bound on the level pair

Cells are numbered $i=0,\dots,N-1$, with amplitude $x_i$ on the left layer and $y_i$ on the right layer. All site energies are zero, surface layers included. The stationary equations are

$$a y_i + b y_{i-1} = E x_i,\qquad a x_i + b x_{i+1} = E y_i,$$

with $y_{-1}=x_N=0$. For $0<a<b$ and every $N\ge 1$, zero is not a level, and there are levels $\pm E$ with

$$0<E\le a\,(a/b)^{N-1}.$$

Their splitting $2E$ therefore tends to zero as the number of cells grows.

## Slab thickness and solves at zero energy

In a non-interacting slab model with one orbital per layer, zero site energies and these hoppings, the bound gives a check on the smallest computed $|E|$ as whole cells are added, as long as the bound stays well above the rounding error of the eigenvalue solver. It also warns about Green functions: the Hamiltonian $H$ is invertible, but $\|H^{-1}\|\ge (b/a)^{N-1}/a$, so an unbroadened solve at zero energy becomes ill-conditioned exponentially fast.

## From a surface wave to a level

**Pairing.** If $(x,y)$ solves the equations at $E$, then $(x,-y)$ solves them at $-E$.

**No zero level.** At $E=0$ the first set of equations gives $ay_0=0$, then $ay_1=-by_0=0$, and so on, so $y=0$. The second set, started from $ax_{N-1}=0$ and followed inward, gives $x=0$.

**Trial wave.** Take $x=0$ and $y_i=(-b/a)^i$, which is largest at the right surface. For $i\ge1$,

$$a y_i+b y_{i-1}=(-b/a)^{i-1}(-b+b)=0.$$

Only the first left layer leaves a residual, $ay_0=a$. Thus $\|H\psi\|=a$, while keeping only the last layer in the norm gives $\|\psi\|\ge(b/a)^{N-1}$. The normalised wave has residual at most

$$\varepsilon=a(a/b)^{N-1}.$$

Forgetting to normalise hides the effect, because the raw residual is $a$ at every thickness.

**A nearby level.** Expand $\psi=\sum_j c_jv_j$ in orthonormal eigenvectors of $H$ with eigenvalues $E_j$. Then

$$\sum_j E_j^2c_j^2=\|H\psi\|^2\le\varepsilon^2\|\psi\|^2=\varepsilon^2\sum_j c_j^2.$$

If every $|E_j|$ exceeded $\varepsilon$, the left side would be strictly larger than the right, since some $c_j\ne0$. So some $|E_j|\le\varepsilon$. It is not zero, and pairing supplies both signs.

For $N=1$ the levels are exactly $\pm a$, so the bound is attained and $b$ plays no part.

## The Lean file

```lean
import Mathlib

open Matrix

namespace SlabSurfaceStates

noncomputable section

/-- Hopping from the right layers (columns) to the left layers (rows) of `N` cells:
`a` within a cell, `b` between the left layer of a cell and the right layer of the cell before. -/
def coupling (N : ℕ) (a b : ℝ) : Matrix (Fin N) (Fin N) ℝ :=
  Matrix.of fun i j => (if i = j then a else 0) + (if (i : ℕ) = (j : ℕ) + 1 then b else 0)

/-- Hamiltonian of the open slab with zero site energies; `Sum.inl i` and `Sum.inr i` are the
left and right layers of cell `i`. -/
def slab (N : ℕ) (a b : ℝ) : Matrix (Fin N ⊕ Fin N) (Fin N ⊕ Fin N) ℝ :=
  Matrix.fromBlocks 0 (coupling N a b) (coupling N a b)ᵀ 0

/-- `E` is an energy level of `H`: the stationary equation has a nonzero solution. -/
def IsLevel {n : Type*} [Fintype n] (H : Matrix n n ℝ) (E : ℝ) : Prop :=
  ∃ ψ : n → ℝ, ψ ≠ 0 ∧ H *ᵥ ψ = E • ψ

/-- The stationary equation of the slab, written for left amplitudes `x` and right
amplitudes `y` that do not both vanish. -/
theorem isLevel_slab_iff {N : ℕ} {a b E : ℝ} : IsLevel (slab N a b) E ↔
    ∃ x y : Fin N → ℝ, ¬(x = 0 ∧ y = 0) ∧
      coupling N a b *ᵥ y = E • x ∧ (coupling N a b)ᵀ *ᵥ x = E • y := by
  constructor
  · rintro ⟨ψ, hψ, h⟩
    rw [slab, Matrix.fromBlocks_mulVec] at h
    refine ⟨ψ ∘ Sum.inl, ψ ∘ Sum.inr, fun hc => hψ ?_,
      funext fun i => by simpa using congrFun h (Sum.inl i),
      funext fun i => by simpa using congrFun h (Sum.inr i)⟩
    funext s
    rcases s with i | i
    exacts [congrFun hc.1 i, congrFun hc.2 i]
  · rintro ⟨x, y, hne, h1, h2⟩
    refine ⟨Sum.elim x y, fun h => hne ⟨funext fun i => congrFun h (Sum.inl i),
      funext fun i => congrFun h (Sum.inr i)⟩, ?_⟩
    rw [slab, Matrix.fromBlocks_mulVec]
    funext s
    rcases s with i | i
    · simp [h1]
    · simp [h2]

/-- Levels of the slab come in pairs `E`, `-E`. -/
theorem isLevel_neg {N : ℕ} {a b E : ℝ} (h : IsLevel (slab N a b) E) :
    IsLevel (slab N a b) (-E) := by
  obtain ⟨x, y, hne, h1, h2⟩ := isLevel_slab_iff.1 h
  -- reverse the sign of the wave on the right layers
  refine isLevel_slab_iff.2 ⟨x, -y, by simpa using hne, ?_, ?_⟩
  · rw [Matrix.mulVec_neg, h1, neg_smul]
  · rw [h2, neg_smul, smul_neg, neg_neg]

/-- Zero is not a level of the slab when the hopping `a` within the cells is nonzero. -/
theorem not_isLevel_zero {N : ℕ} {a : ℝ} (b : ℝ) (ha : a ≠ 0) :
    ¬ IsLevel (slab N a b) 0 := by
  intro h
  obtain ⟨x, y, hne, h1, h2⟩ := isLevel_slab_iff.1 h
  rw [zero_smul] at h1 h2
  -- the coupling is triangular with `a` on the diagonal
  have hdet : (coupling N a b).det ≠ 0 := by
    rw [Matrix.det_of_isLowerTriangular]
    · exact Finset.prod_ne_zero_iff.2 fun i _ => by simp [coupling, ha]
    · intro i j hij
      have hlt : i < j := OrderDual.toDual_lt_toDual.1 hij
      have hv := Fin.lt_def.1 hlt
      simp only [coupling, Matrix.of_apply]
      rw [if_neg hlt.ne, if_neg (by omega), add_zero]
  exact hne ⟨Matrix.eq_zero_of_mulVec_eq_zero (by rwa [Matrix.det_transpose]) h2,
    Matrix.eq_zero_of_mulVec_eq_zero hdet h1⟩

/-- If a nonzero trial state solves the zero-energy equation of a real symmetric Hamiltonian up
to a relative residual `ε ≥ 0`, some level has modulus at most `ε`. -/
theorem exists_level_of_residual {n : Type*} [Fintype n] [DecidableEq n] {H : Matrix n n ℝ}
    (hH : Hᵀ = H) {ψ : n → ℝ} (hψ : ψ ≠ 0) {ε : ℝ} (hε : 0 ≤ ε)
    (hres : (H *ᵥ ψ) ⬝ᵥ (H *ᵥ ψ) ≤ ε ^ 2 * (ψ ⬝ᵥ ψ)) : ∃ E, |E| ≤ ε ∧ IsLevel H E := by
  have hA : H.IsHermitian := by
    rw [Matrix.IsHermitian, Matrix.conjTranspose_eq_transpose_of_trivial]
    exact hH
  let v : n → n → ℝ := fun j => (hA.eigenvectorBasis j).ofLp
  have hv : ∀ j, H *ᵥ v j = hA.eigenvalues j • v j := fun j => hA.mulVec_eigenvectorBasis j
  have hv0 : ∀ j, v j ≠ 0 := by
    intro j h
    apply hA.eigenvectorBasis.orthonormal.ne_zero j
    ext i
    exact congrFun h i
  have hin : ∀ u w : EuclideanSpace ℝ n, inner ℝ u w = u.ofLp ⬝ᵥ w.ofLp := by
    intro u w
    simp [PiLp.inner_apply, dotProduct, mul_comm]
  -- expansion of the norm in eigenstates
  have hpars : ∀ x : n → ℝ, ∑ j, (v j ⬝ᵥ x) ^ 2 = x ⬝ᵥ x := by
    intro x
    have h := hA.eigenvectorBasis.sum_inner_mul_inner (WithLp.toLp 2 x) (WithLp.toLp 2 x)
    simp only [hin] at h
    refine Eq.trans (Finset.sum_congr rfl fun j _ => ?_) h
    change (v j ⬝ᵥ x) ^ 2 = (x ⬝ᵥ v j) * (v j ⬝ᵥ x)
    rw [dotProduct_comm x, sq]
  have hc : ∀ j, v j ⬝ᵥ (H *ᵥ ψ) = hA.eigenvalues j * (v j ⬝ᵥ ψ) := by
    intro j
    rw [Matrix.dotProduct_mulVec, ← Matrix.mulVec_transpose, hH, hv, smul_dotProduct, smul_eq_mul]
  by_contra hno
  have hbig : ∀ j, ε ^ 2 < hA.eigenvalues j ^ 2 := by
    intro j
    have h1 : ε < |hA.eigenvalues j| := lt_of_not_ge fun h => hno ⟨_, h, v j, hv0 j, hv j⟩
    have h2 := pow_lt_pow_left₀ h1 hε two_ne_zero
    rwa [sq_abs] at h2
  have hne : ∑ j, (v j ⬝ᵥ ψ) ^ 2 ≠ 0 := by
    rw [hpars]
    exact fun h => hψ (dotProduct_self_eq_zero.1 h)
  obtain ⟨j, _, hj⟩ := Finset.exists_ne_zero_of_sum_ne_zero hne
  have hlt : ∑ j, ε ^ 2 * (v j ⬝ᵥ ψ) ^ 2 < ∑ j, (v j ⬝ᵥ (H *ᵥ ψ)) ^ 2 := by
    simp only [hc, mul_pow]
    exact Finset.sum_lt_sum (fun i _ => mul_le_mul_of_nonneg_right (hbig i).le (sq_nonneg _))
      ⟨j, Finset.mem_univ j,
        mul_lt_mul_of_pos_right (hbig j) (lt_of_le_of_ne (sq_nonneg _) (Ne.symm hj))⟩
  rw [← Finset.mul_sum, hpars, hpars] at hlt
  exact absurd hres (not_le_of_gt hlt)

/-- For `a ≠ 0` the wave `(-b/a)^i` on the right layers solves the zero-energy equations of all
left layers except the first, where the residual is `a`. -/
theorem surface_wave {N : ℕ} {a : ℝ} (b : ℝ) (ha : a ≠ 0) :
    coupling N a b *ᵥ (fun i : Fin N => (-(b / a)) ^ (i : ℕ)) =
      fun i : Fin N => if (i : ℕ) = 0 then a else 0 := by
  funext ⟨k, hk⟩
  cases k with
  | zero => simp [Matrix.mulVec, dotProduct, coupling, ite_mul]
  | succ k =>
    have hj : ∀ j : Fin N, (k = (j : ℕ)) ↔ ((⟨k, by omega⟩ : Fin N) = j) := by
      intro j
      simp only [Fin.ext_iff]
    refine Eq.trans ?_ (if_neg (Nat.succ_ne_zero k)).symm
    simp only [Matrix.mulVec, dotProduct, coupling, Matrix.of_apply, add_mul, ite_mul, zero_mul,
      Finset.sum_add_distrib, Nat.add_right_cancel_iff, hj, Finset.sum_ite_eq, Finset.mem_univ,
      if_true]
    have hr : a * (b / a) = b := by field_simp
    generalize b / a = r at hr ⊢
    rw [pow_succ]
    linear_combination -(-r) ^ k * hr

/-- An open slab of `N ≥ 1` cells with hoppings `0 < a < b` has no level at zero, but it has a
pair of levels `E`, `-E` with `0 < E ≤ a (a/b)^(N-1)`, a bound that tends to zero with `N`. -/
theorem surface_state_splitting {a b : ℝ} (ha : 0 < a) (hab : a < b) :
    (∀ N, 1 ≤ N → ¬ IsLevel (slab N a b) 0 ∧ ∃ E, 0 < E ∧ E ≤ a * (a / b) ^ (N - 1) ∧
      IsLevel (slab N a b) E ∧ IsLevel (slab N a b) (-E)) ∧
    Filter.Tendsto (fun N : ℕ => a * (a / b) ^ (N - 1)) Filter.atTop (nhds 0) := by
  have hb : 0 < b := ha.trans hab
  constructor
  swap
  · have h := (tendsto_pow_atTop_nhds_zero_of_lt_one (div_pos ha hb).le
      ((div_lt_one hb).2 hab)).const_mul a
    rw [mul_zero] at h
    exact h.comp (Filter.tendsto_sub_atTop_nat 1)
  intro N hN
  refine ⟨not_isLevel_zero b ha.ne', ?_⟩
  obtain ⟨n, rfl⟩ : ∃ n, N = n + 1 := ⟨N - 1, by omega⟩
  rw [Nat.add_sub_cancel]
  let y : Fin (n + 1) → ℝ := fun i => (-(b / a)) ^ (i : ℕ)
  let f : Fin (n + 1) → ℝ := fun i => if (i : ℕ) = 0 then a else 0
  have hy : coupling (n + 1) a b *ᵥ y = f := surface_wave b ha.ne'
  have hψ : Sum.elim (0 : Fin (n + 1) → ℝ) y ≠ 0 := by
    intro h
    have h0 := congrFun h (Sum.inr 0)
    simp [y] at h0
  have hH : slab (n + 1) a b *ᵥ Sum.elim 0 y = Sum.elim f 0 := by
    rw [slab, Matrix.fromBlocks_mulVec, Sum.elim_comp_inl, Sum.elim_comp_inr, hy]
    simp
  have hf : Sum.elim f (0 : Fin (n + 1) → ℝ) ⬝ᵥ Sum.elim f 0 = a ^ 2 := by
    simp [f, dotProduct, sq]
  -- the norm of the trial wave is at least its amplitude on the last layer
  have hlast : ((b / a) ^ n) ^ 2 ≤ Sum.elim (0 : Fin (n + 1) → ℝ) y ⬝ᵥ Sum.elim 0 y := by
    have h1 := Finset.single_le_sum (f := fun s => Sum.elim (0 : Fin (n + 1) → ℝ) y s *
      Sum.elim (0 : Fin (n + 1) → ℝ) y s) (fun s _ => mul_self_nonneg _)
      (Finset.mem_univ (Sum.inr (Fin.last n)))
    refine le_trans (le_of_eq ?_) h1
    change _ = (-(b / a)) ^ n * (-(b / a)) ^ n
    rw [← mul_pow, neg_mul_neg, mul_pow, sq]
  have hone : a * (a / b) ^ n * (b / a) ^ n = a := by
    rw [mul_assoc, ← mul_pow, show a / b * (b / a) = 1 by field_simp, one_pow, mul_one]
  obtain ⟨E, hE, hlev⟩ := exists_level_of_residual (H := slab (n + 1) a b)
    (by simp [slab, Matrix.fromBlocks_transpose]) hψ (ε := a * (a / b) ^ n) (by positivity) (by
      rw [hH, hf]
      calc a ^ 2 = (a * (a / b) ^ n) ^ 2 * ((b / a) ^ n) ^ 2 := by rw [← mul_pow, hone]
        _ ≤ _ := mul_le_mul_of_nonneg_left hlast (sq_nonneg _))
  have hE0 : E ≠ 0 := by
    rintro rfl
    exact not_isLevel_zero b ha.ne' hlev
  refine ⟨|E|, abs_pos.2 hE0, hE, ?_⟩
  rcases abs_choice E with h | h
  · rw [h]
    exact ⟨hlev, isLevel_neg hlev⟩
  · rw [h, neg_neg]
    exact ⟨isLevel_neg hlev, hlev⟩

end

end SlabSurfaceStates
```

```lean
#print axioms SlabSurfaceStates.not_isLevel_zero
-- 'SlabSurfaceStates.not_isLevel_zero' depends on axioms: [propext, Classical.choice, Quot.sound]
#print axioms SlabSurfaceStates.surface_state_splitting
-- 'SlabSurfaceStates.surface_state_splitting' depends on axioms: [propext, Classical.choice, Quot.sound]
```

## What the theorem says, and where it stops

`coupling` is the matrix taking $y$ to $ay_i+by_{i-1}$, and `slab` places it and its transpose in the off-diagonal blocks. `Sum.inl i` and `Sum.inr i` label the left and right layers. `IsLevel` asks for a nonzero real eigenvector; without `ψ ≠ 0`, every number would be a level. `surface_state_splitting` states the exclusion of zero, the bounded pair for each $N\ge1$, and the limit of the bound.

`isLevel_slab_iff` splits the eigenvalue equation into the two layer equations, and `isLevel_neg` flips the sign of $y$. `not_isLevel_zero` replaces the recursion by a determinant: the coupling is triangular with $a$ on its diagonal. `surface_wave` separates the first layer from the others, where `linear_combination` performs the cancellation.

In `exists_level_of_residual`, `hpars` expands the norm, `hc` uses symmetry to bring out the eigenvalues, and `by_contra` supposes that all levels are too large. The final theorem combines these results: `hlast` keeps the last layer's contribution to the norm, and `hone` cancels the powers.

The condition $a<b$ makes the bound decay; at $a=b$ it stays equal to $a$.

The theorem gives an upper bound on $E$ but no exponential lower bound. It does not show that the eigenvectors are localised at the surfaces, or that the other levels stay away from zero. Hopping within the layers, shifted surface site energies, longer-range hopping, disorder and interactions lie beyond the model.
